# Limit of g times the slab-truncated Coulomb kernel as the in-plane wave number g falls to zero

A charge sheet whose surface density is a plane wave of unit amplitude and in-plane wave number g > 0 has a Coulomb potential with the same in-plane modulation. In Gaussian atomic units its amplitude at height z is (2π/g)·exp(−g|z|). The slab kernel is the integral of this amplitude times cos(kz) over −R ≤ z ≤ R, which is the Fourier transform, without prefactor, of the amplitude cut off at |z| = R, taken at the out-of-plane wave number k. The lemma says that for fixed k > 0 and R ≥ 0, g times the kernel tends to 4π sin(kR)/k as g decreases to zero. The proof takes the closed form of the kernel, multiplied by g, as an expression that is continuous at g = 0, evaluates it there, and carries the limit over to g times the kernel, with which it agrees for g > 0.

The failing Lean file:

```lean
import Mathlib

open Real Filter Topology

namespace TendstoMulSlabKernel

noncomputable section

/-- Coulomb potential at height `z` of a charge sheet modulated with in-plane wave number `g`,
in Gaussian atomic units; the domain is `g > 0`. -/
def sheetPotential (g z : ℝ) : ℝ := 2 * π / g * Real.exp (-g * |z|)

/-- The slab kernel: the sheet potential cut off at `|z| = R` and Fourier transformed at the
out-of-plane wave number `k`; the domain is `g > 0`. -/
def slabKernel (R k g : ℝ) : ℝ :=
  ∫ z in (-R)..R, sheetPotential g z * Real.cos (k * z)

/-- Closed form of the slab kernel for any out-of-plane wave number `k`, any cutoff `R ≥ 0` and
nonzero `g`. -/
theorem slabKernel_eq {R g : ℝ} (k : ℝ) (hR : 0 ≤ R) (hg : g ≠ 0) :
    slabKernel R k g = 4 * π / (g ^ 2 + k ^ 2) *
      (1 + Real.exp (-g * R) * (k / g * Real.sin (k * R) - Real.cos (k * R))) := by
  have hD : g ^ 2 + k ^ 2 ≠ 0 := by positivity
  have hs : Continuous (fun z : ℝ => sheetPotential g z) := by
    show Continuous (fun z : ℝ => 2 * π / g * Real.exp (-g * |z|))
    exact continuous_const.mul (Real.continuous_exp.comp (continuous_const.mul continuous_abs))
  have hc : Continuous (fun z : ℝ => sheetPotential g z * Real.cos (k * z)) :=
    hs.mul (Real.continuous_cos.comp (continuous_const.mul continuous_id))
  -- the lower half of the slab contributes as much as the upper half
  have mirror : ∫ z in (-R)..0, sheetPotential g z * Real.cos (k * z) =
      ∫ z in (0 : ℝ)..R, sheetPotential g z * Real.cos (k * z) := by
    have h := intervalIntegral.integral_comp_neg (a := 0) (b := R)
      (fun z => sheetPotential g z * Real.cos (k * z))
    simp only [sheetPotential, abs_neg, mul_neg, Real.cos_neg, neg_zero] at h
    simp only [sheetPotential]
    exact h.symm
  -- the upper half has an elementary antiderivative
  have half := intervalIntegral.integral_eq_sub_of_hasDerivAt (a := 0) (b := R)
    (f := fun z => 2 * π / (g * (g ^ 2 + k ^ 2)) *
      (Real.exp (-g * z) * (k * Real.sin (k * z) - g * Real.cos (k * z))))
    (f' := fun z => sheetPotential g z * Real.cos (k * z))
    (by
      intro z hz
      rw [Set.uIcc_of_le hR] at hz
      have lin (c : ℝ) : HasDerivAt (fun y : ℝ => c * y) c z := by
        simpa using (hasDerivAt_id z).const_mul c
      have h := ((lin (-g)).exp.fun_mul
        (((lin k).sin.const_mul k).fun_sub ((lin k).cos.const_mul g))).const_mul
          (2 * π / (g * (g ^ 2 + k ^ 2)))
      refine h.congr_deriv ?_
      simp only [sheetPotential, abs_of_nonneg hz.1]
      field_simp
      ring)
    (hc.intervalIntegrable _ _)
  unfold slabKernel
  rw [← intervalIntegral.integral_add_adjacent_intervals
    (hc.intervalIntegrable (-R) 0) (hc.intervalIntegrable 0 R), mirror, half]
  simp only [mul_zero, Real.exp_zero, Real.sin_zero, Real.cos_zero]
  field_simp
  ring

/-- For `k > 0` and `R ≥ 0`, `g` times the slab kernel tends to `4π sin(kR)/k` as `g` decreases
to zero. -/
theorem tendsto_mul_slabKernel {R k : ℝ} (hR : 0 ≤ R) (hk : 0 < k) :
    Tendsto (fun g => g * slabKernel R k g) (𝓝[>] 0) (𝓝 (4 * π * Real.sin (k * R) / k)) := by
  have hD : (0 : ℝ) ^ 2 + k ^ 2 ≠ 0 := by positivity
  have hc : ContinuousAt (fun g : ℝ => 4 * π / (g ^ 2 + k ^ 2) *
      (g + Real.exp (-g * R) * (k * Real.sin (k * R) - g * Real.cos (k * R)))) 0 :=
    (continuousAt_const.div (by fun_prop) hD).mul (by fun_prop)
  have h0 : 4 * π / ((0 : ℝ) ^ 2 + k ^ 2) *
      (0 + Real.exp (-0 * R) * (k * Real.sin (k * R) - 0 * Real.cos (k * R))) =
      4 * π * Real.sin (k * R) / k := by
    simp only [neg_zero, zero_mul, Real.exp_zero, sub_zero, one_mul, zero_add, ne_eq,
      OfNat.ofNat_ne_zero, not_false_eq_true, zero_pow]
    field_simp
  have h := hc.tendsto.mono_left (nhdsWithin_le_nhds (s := Set.Ioi 0))
  rw [h0] at h
  refine h.congr' ?_
  filter_upwards [self_mem_nhdsWithin] with g hg
  have hg' : g ≠ 0 := ne_of_gt hg
  rw [slabKernel_eq k hR hg']
  field_simp

end

end TendstoMulSlabKernel
```

Messages:

```
Main.lean:69:54: error: `fun_prop` was unable to prove `ContinuousAt ?m.207 (k ^ 2)`

Issues:
```

Diagnosis. The error is at the second `fun_prop` in the proof of `hc`, which should show that the second factor is continuous at 0. Its goal is instead continuity of an unknown function, `?m.207`, at the point `k ^ 2`.

The wrong point comes from `hD`. In `continuousAt_const.div (by fun_prop) hD`, the `by` block is postponed, so neither the denominator function nor the point is known when Lean reaches `hD`. Lean has to match `?g ?a ≠ 0` with `0 ^ 2 + k ^ 2 ≠ 0`, and it reads the sum as the function "add to `0 ^ 2`" applied to `k ^ 2`. That makes `k ^ 2` the point, and `.mul` passes it on to the second factor.

In the repair, `hd` states the continuity of `fun g => g ^ 2 + k ^ 2` at 0. Passed before `hD`, it fixes both function and point, and `hD` then fits by evaluating that function at 0. `hn` likewise writes out the second factor and the point 0, so its `fun_prop` has a goal with no unknowns.

Lean accepts the file once it reads:

```diff
@@ -65,7 +65,10 @@
     Tendsto (fun g => g * slabKernel R k g) (𝓝[>] 0) (𝓝 (4 * π * Real.sin (k * R) / k)) := by
   have hD : (0 : ℝ) ^ 2 + k ^ 2 ≠ 0 := by positivity
+  have hd : ContinuousAt (fun g : ℝ => g ^ 2 + k ^ 2) 0 := by fun_prop
+  have hn : ContinuousAt (fun g : ℝ => g + Real.exp (-g * R) *
+      (k * Real.sin (k * R) - g * Real.cos (k * R))) 0 := by fun_prop
   have hc : ContinuousAt (fun g : ℝ => 4 * π / (g ^ 2 + k ^ 2) *
       (g + Real.exp (-g * R) * (k * Real.sin (k * R) - g * Real.cos (k * R)))) 0 :=
-    (continuousAt_const.div (by fun_prop) hD).mul (by fun_prop)
+    (continuousAt_const.div hd hD).mul hn
   have h0 : 4 * π / ((0 : ℝ) ^ 2 + k ^ 2) *
       (0 + Real.exp (-0 * R) * (k * Real.sin (k * R) - 0 * Real.cos (k * R))) =
```
